# For positive P, A, b and k, the laser equations P = AN(1 + bn) and bAN(n + 1) = kn have exactly one solution with N, n > 0

## Definitions and conventions

A pumped medium holds N excited emitters inside a cavity, and one cavity mode holds n photons. The medium is excited at the rate P, in emitters per unit time, so P is not a power. Each excited emitter decays spontaneously at the total rate A. A fraction b of this spontaneous emission enters the mode, and the rest goes into other modes. Each photon in the mode is lost at the rate k. Textbooks often write β for b and κ for k. The question is which values of N and n can persist at a given pump rate.

The balance of excited emitters is

dN/dt = P − AN(1 + bn),

and the balance of photons is

dn/dt = bAN(n + 1) − kn.

The factor n + 1 contains stimulated emission (n) and spontaneous emission into the mode (1). Both carry the same coefficient bA, because for a single mode each photon present stimulates emission at the rate of spontaneous emission into that mode.

The model leaves out reabsorption by the lower level, non-radiative decay and pump saturation. N and n are real numbers, to be read as averages. The step from here to a real laser is the assumption that the averages obey these two equations; in quantum mechanics this requires, among other things, replacing the average of the product Nn by the product of the averages. Within this single-mode, mean-value model, the results below give reference values for the steady state that a time-dependent simulation should reproduce if it settles to a positive one.

In Lean the right-hand sides of the two balances are `emitterRate` and `photonRate`.

```lean
import Mathlib

namespace LaserSpontaneousEmission

noncomputable section

/-- Rate of change of the number `N` of excited emitters: pumping at rate `P`, minus spontaneous
emission `A N` and stimulated emission `b A N n` into a mode holding `n` photons. -/
def emitterRate (P A b N n : ℝ) : ℝ := P - A * N * (1 + b * n)

/-- Rate of change of the photon number `n`: spontaneous and stimulated emission into the mode,
minus cavity loss at rate `k` per photon. -/
def photonRate (A b k N n : ℝ) : ℝ := b * A * N * (n + 1) - k * n
```

An operating point is a pair N > 0, n > 0 at which both rates vanish. The structure `IsOperatingPoint A b k P N n` collects these four conditions. It places no sign conditions on the parameters, so each theorem states the ones it uses. Stability and the approach to the steady state are separate questions.

```lean
/-- An operating point of the laser: positive numbers of excited emitters and photons
at which both rates of change vanish. -/
structure IsOperatingPoint (A b k P N n : ℝ) : Prop where
  emitters_pos : 0 < N
  photons_pos : 0 < n
  emitters_steady : emitterRate P A b N n = 0
  photons_steady : photonRate A b k N n = 0
```

Two more functions name a candidate photon number and the emitter number that goes with it. Part (d) derives them.

```lean
/-- Closed-form candidate for the photon number at pump rate `P`. It is the photon number of the
operating point when `P`, `b`, `k` and the emission rate `A` are positive. -/
def photonNumber (b k P : ℝ) : ℝ :=
  (b * P - k + √((b * P - k) ^ 2 + 4 * k * b ^ 2 * P)) / (2 * k * b)

/-- The number of excited emitters that balances the loss of `n` photons,
for `b` and `A` nonzero and `n ≠ -1`. -/
def excitedNumber (A b k n : ℝ) : ℝ := k * n / (b * A * (n + 1))
```

## (a) Eliminating the emitters

Show that the photon number at any operating point satisfies

kbn² + (k − bP)n − bP = 0.

Multiply the emitter balance P = AN(1 + bn) by b(n + 1), and then use the photon balance bAN(n + 1) = kn:

bP(n + 1) = bAN(n + 1)(1 + bn) = kn(1 + bn).

Expanding both sides gives bPn + bP = kn + kbn², which is the stated equation after collecting terms.

The Lean proof uses the same multipliers: `linear_combination` takes the emitter balance times b(n + 1) and the photon balance times 1 + bn, with signs chosen so that N cancels.

```lean
/-- Eliminating the emitters from the two balances leaves a quadratic equation
for the photon number. -/
theorem photon_quadratic {A b k P N n : ℝ} (h : IsOperatingPoint A b k P N n) :
    k * b * n ^ 2 + (k - b * P) * n - b * P = 0 := by
  have h1 : P - A * N * (1 + b * n) = 0 := h.emitters_steady
  have h2 : b * A * N * (n + 1) - k * n = 0 := h.photons_steady
  linear_combination (-(b * (n + 1))) * h1 - (1 + b * n) * h2
```

## (b) Comparing two pump rates

Let the same laser have operating points (N₁, n₁) at pump rate P₁ and (N₂, n₂) at pump rate P₂. Show that

b(n₁ + 1)(n₂ + 1)(P₂ − P₁) = k(1 + b(n₁ + n₂ + n₁n₂))(n₂ − n₁).

By part (a), each point satisfies

bPᵢ(nᵢ + 1) = knᵢ(1 + bnᵢ), i = 1, 2.

Multiply the equation for i = 2 by n₁ + 1 and the equation for i = 1 by n₂ + 1, and subtract. The left side becomes the left side of the claim. The right side is k times

(n₁ + 1)(n₂ + bn₂²) − (n₂ + 1)(n₁ + bn₁²)
= (n₂ − n₁) + b(n₂² − n₁²) + bn₁n₂(n₂ − n₁)
= (n₂ − n₁)(1 + b(n₁ + n₂ + n₁n₂)).

In Lean this is one linear combination of the two quadratics. That the laser is the same appears in the shared arguments `A`, `b` and `k`.

```lean
/-- For two operating points of the same laser, the difference in pump rate and the difference
in photon number are related by this identity. -/
theorem pump_difference {A b k P₁ P₂ N₁ N₂ n₁ n₂ : ℝ}
    (h₁ : IsOperatingPoint A b k P₁ N₁ n₁) (h₂ : IsOperatingPoint A b k P₂ N₂ n₂) :
    b * (n₁ + 1) * (n₂ + 1) * (P₂ - P₁) =
      k * (1 + b * (n₁ + n₂ + n₁ * n₂)) * (n₂ - n₁) := by
  linear_combination (n₂ + 1) * photon_quadratic h₁ - (n₁ + 1) * photon_quadratic h₂
```

## (c) More pump, more photons

For b, k > 0, show that

P₁ < P₂ implies n₁ < n₂.

In the identity of part (b), the factors b(n₁ + 1)(n₂ + 1) and k(1 + b(n₁ + n₂ + n₁n₂)) are both positive, since n₁ and n₂ are. The differences P₂ − P₁ and n₂ − n₁ therefore have the same sign.

In the code `hX` and `hY` record the two positive factors. The fact `hd` carries the positive sign across the identity, and the last line divides out the positive factor.

```lean
/-- For positive `b` and `k`, of two operating points of the same laser, the one at the higher pump
rate has strictly more photons. -/
theorem photons_strictly_increase {A b k P₁ P₂ N₁ N₂ n₁ n₂ : ℝ} (hb : 0 < b) (hk : 0 < k)
    (h₁ : IsOperatingPoint A b k P₁ N₁ n₁) (h₂ : IsOperatingPoint A b k P₂ N₂ n₂)
    (hP : P₁ < P₂) : n₁ < n₂ := by
  have p₁ := h₁.photons_pos
  have p₂ := h₂.photons_pos
  have hX : 0 < b * (n₁ + 1) * (n₂ + 1) := by positivity
  have hY : 0 < k * (1 + b * (n₁ + n₂ + n₁ * n₂)) := by positivity
  -- both differences carry positive factors, so they have the same sign
  have hd : 0 < k * (1 + b * (n₁ + n₂ + n₁ * n₂)) * (n₂ - n₁) := by
    rw [← pump_difference h₁ h₂]
    exact mul_pos hX (sub_pos.2 hP)
  exact sub_pos.1 ((mul_pos_iff_of_pos_left hY).1 hd)
```

## (d) The steady state in closed form

For P, A, b, k > 0, show that an operating point is given by

n = [bP − k + √((bP − k)² + 4kb²P)] / (2kb),
N = kn / (bA(n + 1)).

The first formula is the root with the plus sign of the quadratic in part (a). Write s for the square root. Since 4kb²P > 0, s² exceeds (bP − k)², so s > |bP − k| and n > 0. The second formula is the photon balance solved for N, and it gives N > 0.

It remains to recover the emitter balance. By the photon balance and the quadratic,

b(n + 1) · AN(1 + bn) = kn(1 + bn) = b(n + 1)P,

and division by b(n + 1) > 0 gives AN(1 + bn) = P.

In Lean, `generalize` replaces the square root by the letter `s`, of which only s ≥ 0 and the value of s² are kept. The step `hnum` shows that the numerator is positive by contradiction: s ≤ k − bP would contradict the value of s² after squaring. The quadratic `hq` is obtained after multiplication by 4kb, which completes the square. The last steps cancel b(n + 1) as above.

```lean
/-- For positive `P`, `A`, `b` and `k`, the closed formulas give an operating point. -/
theorem explicit_operatingPoint {A b k P : ℝ} (hA : 0 < A) (hb : 0 < b) (hk : 0 < k)
    (hP : 0 < P) :
    IsOperatingPoint A b k P (excitedNumber A b k (photonNumber b k P))
      (photonNumber b k P) := by
  have hextra : 0 < 4 * k * b ^ 2 * P := by positivity
  have hs : √((b * P - k) ^ 2 + 4 * k * b ^ 2 * P) ^ 2 =
      (b * P - k) ^ 2 + 4 * k * b ^ 2 * P := Real.sq_sqrt (by positivity)
  have hs0 := Real.sqrt_nonneg ((b * P - k) ^ 2 + 4 * k * b ^ 2 * P)
  have hdef : photonNumber b k P =
      (b * P - k + √((b * P - k) ^ 2 + 4 * k * b ^ 2 * P)) / (2 * k * b) := rfl
  generalize √((b * P - k) ^ 2 + 4 * k * b ^ 2 * P) = s at hs hs0 hdef
  generalize photonNumber b k P = n at hdef
  -- the square root `s` exceeds k - bP, so the photon number is positive
  have hnum : 0 < b * P - k + s := by
    by_contra hneg
    have hle : s ≤ k - b * P := by linarith
    have hsq := mul_self_le_mul_self hs0 hle
    nlinarith
  have hn : 0 < n := by
    rw [hdef]
    positivity
  have hroot : n * (2 * k * b) = b * P - k + s :=
    (eq_div_iff (by positivity)).1 hdef
  have hq : k * b * n ^ 2 + (k - b * P) * n - b * P = 0 := by
    have h4 : 4 * k * b ≠ 0 := by positivity
    apply mul_left_cancel₀ h4
    linear_combination hs + (n * (2 * k * b) + k - b * P + s) * hroot
  have hN : 0 < excitedNumber A b k n := by
    unfold excitedNumber
    positivity
  have hbal : excitedNumber A b k n * (b * A * (n + 1)) = k * n :=
    div_mul_cancel₀ _ (by positivity)
  refine ⟨hN, hn, ?_, ?_⟩
  · -- the quadratic turns the photon balance into the emitter balance
    have hc : b * (n + 1) ≠ 0 := by positivity
    apply mul_left_cancel₀ hc
    unfold emitterRate
    linear_combination -hq - (1 + b * n) * hbal
  · unfold photonRate
    linear_combination hbal
```

## (e) No second operating point

For P, A, b, k > 0, show that

there is exactly one pair (N, n) with N, n > 0, P = AN(1 + bn) and bAN(n + 1) = kn.

Part (d) supplies one pair. Let (N, n) be any operating point and let n₀ be the photon number from part (d). Both belong to the same P, so the left side of the identity in part (b) vanishes:

0 = k(1 + b(n + n₀ + nn₀))(n₀ − n).

The first factor is positive, hence n = n₀. The photon balance then fixes N = kn/(bA(n + 1)), so the emitter numbers agree too.

The Lean statement uses `∃!` over pairs `x : ℝ × ℝ`, with `x.1` for N and `x.2` for n. The uniqueness concerns positive pairs; the quadratic also has a negative root, which describes no photon number.

```lean
/-- For positive `P`, `A`, `b` and `k`, the laser has exactly one operating point. -/
theorem existsUnique_operatingPoint {A b k P : ℝ} (hA : 0 < A) (hb : 0 < b) (hk : 0 < k)
    (hP : 0 < P) : ∃! x : ℝ × ℝ, IsOperatingPoint A b k P x.1 x.2 := by
  have h0 := explicit_operatingPoint hA hb hk hP
  refine ⟨(excitedNumber A b k (photonNumber b k P), photonNumber b k P), h0, ?_⟩
  rintro ⟨N, n⟩ h
  have h' : IsOperatingPoint A b k P N n := h
  have p := h'.photons_pos
  have p0 := h0.photons_pos
  -- equal pump rates force equal photon numbers
  have hY : 0 < k * (1 + b * (n + photonNumber b k P + n * photonNumber b k P)) := by
    positivity
  have hz : k * (1 + b * (n + photonNumber b k P + n * photonNumber b k P)) *
      (photonNumber b k P - n) = 0 := by
    rw [← pump_difference h' h0]
    ring
  have hn : n = photonNumber b k P :=
    (sub_eq_zero.1 ((mul_eq_zero.1 hz).resolve_left hY.ne')).symm
  -- the photon balance then fixes the emitters
  have hN : N = excitedNumber A b k n := by
    have h2 : b * A * N * (n + 1) - k * n = 0 := h'.photons_steady
    unfold excitedNumber
    rw [eq_div_iff (by positivity)]
    linear_combination h2
  rw [hn] at hN
  exact Prod.ext hN hn
```

## (f) A ceiling for the excited emitters

For A, b > 0, show that at an operating point

N < k/(bA).

Write the photon balance as

bANn + bAN = kn.

Since bAN > 0, it follows that bANn < kn, and division by n > 0 gives bAN < k. The ceiling is the emitter number at which stimulated emission alone would balance the cavity loss. Spontaneous emission into the mode supplies the remaining photons, so N stays below it: N equals n/(n + 1) times the ceiling.

The code assumes the opposite, k ≤ N · bA, multiplies by n and contradicts the photon balance.

```lean
/-- For positive `A` and `b`, the number of excited emitters at an operating point
stays strictly below `k / (b A)`. -/
theorem emitters_lt_clamp {A b k P N n : ℝ} (hA : 0 < A) (hb : 0 < b)
    (h : IsOperatingPoint A b k P N n) : N < k / (b * A) := by
  have h2 : b * A * N * (n + 1) - k * n = 0 := h.photons_steady
  have hpos : 0 < b * A * N := mul_pos (mul_pos hb hA) h.emitters_pos
  rw [lt_div_iff₀ (mul_pos hb hA)]
  by_contra hneg
  have hm := mul_le_mul_of_nonneg_right (not_lt.1 hneg) h.photons_pos.le
  linarith
```

## (g) Where the missing excitations go

Show that at an operating point

P − kn = AN(1 − b).

Subtract the photon balance kn = bAN(n + 1) from the emitter balance P = AN(1 + bn):

P − kn = AN + bANn − bANn − bAN = AN(1 − b).

Stimulated emission cancels, because it removes one excitation and adds one photon. For b ≤ 1 the right side is the rate of spontaneous emission into everything except the mode. In Lean the proof adds the two equations in the form "rate = 0".

```lean
/-- At an operating point, the pump rate minus the photon output `k n` equals `A N (1 - b)`. For
`0 ≤ b ≤ 1` this is the spontaneous emission that misses the mode. -/
theorem pump_sub_output {A b k P N n : ℝ} (h : IsOperatingPoint A b k P N n) :
    P - k * n = A * N * (1 - b) := by
  have h1 : P - A * N * (1 + b * n) = 0 := h.emitters_steady
  have h2 : b * A * N * (n + 1) - k * n = 0 := h.photons_steady
  linear_combination h1 + h2
```

## (h) Bounds on the photon output

For A > 0 and 0 < b ≤ 1, show that

P − k(1 − b)/b ≤ kn ≤ P.

By part (g), the gap P − kn equals AN(1 − b). It is non-negative because b ≤ 1, which gives the upper bound. By part (f), AN < k/b, so the gap is at most k(1 − b)/b, which gives the lower bound.

Here kn is the rate at which photons leave the mode, including any absorbed in the mirrors. The emission lost to other modes is thus bounded by a value that doesn't depend on the pump. At pump rates below k(1 − b)/b the lower bound is negative and adds nothing to n > 0. The upper bound needs b ≤ 1, since for b > 1 part (g) gives kn > P.

In the code `hAN` is the bound on AN, and `hlow` and `hup` are its product with 1 − b and the sign of the gap.

```lean
/-- For `A > 0` and `0 < b ≤ 1`, the photon output `k n` at an operating point is at most the pump
rate, and falls short of it by at most `k (1 - b) / b`. -/
theorem output_bounds {A b k P N n : ℝ} (hA : 0 < A) (hb : 0 < b) (hb1 : b ≤ 1)
    (h : IsOperatingPoint A b k P N n) :
    P - k * (1 - b) / b ≤ k * n ∧ k * n ≤ P := by
  have hs := pump_sub_output h
  have hc := (lt_div_iff₀ (mul_pos hb hA)).1 (emitters_lt_clamp hA hb h)
  have hAN : A * N ≤ k / b := by
    rw [le_div_iff₀ hb]
    linarith
  have hlow := mul_le_mul_of_nonneg_right hAN (sub_nonneg.2 hb1)
  have hup := mul_nonneg (mul_pos hA h.emitters_pos).le (sub_nonneg.2 hb1)
  have he : k * (1 - b) / b = k / b * (1 - b) := by ring
  constructor
  · rw [he]
    linarith
  · linarith
```

## (i) When every excitation becomes a mode photon

For A, k > 0, show that at an operating point

n = P/k if and only if b = 1.

The condition n = P/k means P − kn = 0, which by part (g) is AN(1 − b) = 0. Since AN > 0, this holds exactly when b = 1. The photon number is then proportional to the pump rate, so a plot of n against P is a straight line and shows no threshold; this concerns the mean photon number and not the coherence of the light.

The Lean proof first rewrites n = P/k as nk = P and then treats the two directions separately, each from the identity of part (g).

```lean
/-- For positive `A` and `k`, the photon number at an operating point equals `P / k` exactly when
all spontaneous emission enters the mode, `b = 1`. -/
theorem photons_eq_pump_div_loss_iff {A b k P N n : ℝ} (hA : 0 < A) (hk : 0 < k)
    (h : IsOperatingPoint A b k P N n) : n = P / k ↔ b = 1 := by
  have hs := pump_sub_output h
  rw [eq_div_iff hk.ne']
  constructor
  · intro hn
    have hz : A * N * (1 - b) = 0 := by linarith
    have hb := (mul_eq_zero.1 hz).resolve_left (mul_pos hA h.emitters_pos).ne'
    linarith
  · intro hb
    rw [hb] at hs
    linarith

end

end LaserSpontaneousEmission
```

```lean
#print axioms LaserSpontaneousEmission.photons_strictly_increase
#print axioms LaserSpontaneousEmission.existsUnique_operatingPoint
#print axioms LaserSpontaneousEmission.output_bounds
#print axioms LaserSpontaneousEmission.photons_eq_pump_div_loss_iff
```

```
'LaserSpontaneousEmission.photons_strictly_increase' depends on axioms: [propext, Classical.choice, Quot.sound]
'LaserSpontaneousEmission.existsUnique_operatingPoint' depends on axioms: [propext, Classical.choice, Quot.sound]
'LaserSpontaneousEmission.output_bounds' depends on axioms: [propext, Classical.choice, Quot.sound]
'LaserSpontaneousEmission.photons_eq_pump_div_loss_iff' depends on axioms: [propext, Classical.choice, Quot.sound]
```
